# One-body matrix elements of antisymmetric states from their coefficients over orthonormal parents

If I expand an $N$-electron state in parent functions of the first $N-1$ electrons, a one-body operator $\sum_i f_i$ causes trouble. Only the term acting on the last electron can be read off directly from the expansion coefficients. The other $N-1$ terms act inside the parents, so they seem to call for a separate table of matrix elements between parents.

For antisymmetric states that table should be unnecessary. If $\psi$ and $\psi'$ have coefficients $c(p,y)$ and $c'(p,y)$ over the same orthonormal parents, where $p$ labels the parent and $y$ runs over an orthonormal basis of states for the last electron, and if $f(y,z)$ is the matrix of the one-electron operator in that basis, I expect

$$\langle\psi|\textstyle\sum_i f_i|\psi'\rangle = N\sum_{p,y,z}\overline{c(p,y)}\,f(y,z)\,c'(p,z).$$

The usual reason given is that the electrons are equivalent. I would like to see that made rigorous, with the signs accounted for, and checked by machine. Can it be done in Lean?

## Every electron contributes as much as the last

Yes, for a finite set $X$ of one-electron labels, which you can think of as an orthonormal basis of spin-orbitals. Write $N=n+1$ and number the electrons $0,\dots,n$, so that electron $n$ is the last. A wavefunction assigns a complex amplitude to each tuple of labels, and $\langle\phi|\psi\rangle=\sum_x\overline{\phi(x)}\,\psi(x)$. The matrix $f$ acts on electron $i$ by

$$(f_i\psi)(x)=\sum_z f(x_i,z)\,\psi(x[i\to z]),$$

where $x[i\to z]$ is $x$ with its $i$-th label replaced by $z$.

Split off the last label and write the expansions as $\psi(x,y)=\sum_p c(p,y)\theta_p(x)$ and $\psi'(x,y)=\sum_p c'(p,y)\theta_p(x)$, with $\langle\theta_p|\theta_q\rangle=\delta_{pq}$. Projecting on a parent recovers its coefficient:

$$\sum_x\overline{\theta_p(x)}\,\psi(x,y)=\sum_q c(q,y)\langle\theta_p|\theta_q\rangle=c(p,y).$$

The overlap reduces in the same way:

$$\langle\psi|\psi'\rangle=\sum_y\sum_{p,q}\overline{c(p,y)}\,c'(q,y)\,\langle\theta_p|\theta_q\rangle=\sum_{p,y}\overline{c(p,y)}\,c'(p,y).$$

This step does not use antisymmetry, which matters because $f_n\psi'$ is in general not antisymmetric. Acting on the last electron gives

$$(f_n\psi')(x,y)=\sum_z f(y,z)\,\psi'(x,z)=\sum_p\Big[\sum_z f(y,z)\,c'(p,z)\Big]\theta_p(x).$$

The parents are unchanged and the bracket is the new coefficient. Inserting it in the overlap formula yields

$$\langle\psi|f_n\psi'\rangle=\sum_{p,y,z}\overline{c(p,y)}\,f(y,z)\,c'(p,z).$$

Now take two electrons $i\ne j$ and let $x^s$ be $x$ with labels $i$ and $j$ exchanged. The $i$-th label of $x^s$ is $x_j$, and replacing it by $z$ gives the same tuple as first replacing $x_j$ by $z$ in $x$ and then exchanging. Hence

$$(f_i\psi')(x^s)=\sum_z f(x_j,z)\,\psi'\big((x[j\to z])^s\big)=-(f_j\psi')(x).$$

Also $\psi(x^s)=-\psi(x)$. The two signs cancel in the product $\overline{\psi(x^s)}\,(f_i\psi')(x^s)=\overline{\psi(x)}\,(f_j\psi')(x)$. Since $x\mapsto x^s$ is a bijection, summing over $x$ gives $\langle\psi|f_i\psi'\rangle=\langle\psi|f_j\psi'\rangle$. All $N$ terms therefore equal the one for electron $n$, and their sum is the claimed formula. For $N=1$ there is nothing to exchange and the factor is one.

## Labels, parents and coefficients in Lean

The main theorem is `oneBody_matrixElement`. In words: let `ψ` and `ψ'` be antisymmetric wavefunctions of `n + 1` electrons, expanded in the same orthonormal parents `θ` with coefficients `c` and `c'`. Then, for every complex matrix `f`, the overlap of `ψ` with `oneBody f ψ'` is `n + 1` times the triple sum above.

- A wavefunction of `m` electrons has type `(Fin m → X) → ℂ`. The `star` in `overlap` is complex conjugation, so the bra is the first argument.
- `IsAntisymmetric` demands a sign change under exchange of any two distinct electrons.
- `join x y` appends the last electron's label `y` to the labels `x` of the others.
- `IsOrthonormal θ` concerns the parents as functions of `n` electrons. They need not be antisymmetric themselves.
- `HasParentage θ c ψ` says that the expansion holds at every tuple. It is a hypothesis: the theorem does not construct parents or coefficients.

The matrix `f` need not be Hermitian, and neither state need be normalised. For a normalised state $\sum_{p,y}|c(p,y)|^2=1$; otherwise an expectation value requires division by that sum.

In atomic structure theory, coefficients of fractional parentage usually connect angular-momentum-coupled terms of a shell with those of the same shell holding one electron fewer. Here $c(p,y)$ is the whole amplitude for parent $p$ and spin-orbital $y$, with no coupling separated out, and seniority plays no role. Within a finite spin-orbital basis, the formula applies to one-electron operators such as the dipole moment; two-electron repulsion is not covered.

```lean
import Mathlib

open Finset

namespace FractionalParentage

variable {X P : Type*} {n : ℕ}

/-- The overlap of two wavefunctions of `m` electrons on a finite set of one-electron labels. -/
def overlap [Fintype X] {m : ℕ} (φ ψ : (Fin m → X) → ℂ) : ℂ :=
  ∑ x, star (φ x) * ψ x

/-- The wavefunction changes sign when any two distinct electrons are exchanged. -/
def IsAntisymmetric {m : ℕ} (ψ : (Fin m → X) → ℂ) : Prop :=
  ∀ i j, i ≠ j → ∀ x, ψ (x ∘ Equiv.swap i j) = -ψ x

/-- The one-electron matrix `f` acting on electron `i` alone. -/
def onElectron [Fintype X] {m : ℕ} (f : Matrix X X ℂ) (i : Fin m)
    (ψ : (Fin m → X) → ℂ) : (Fin m → X) → ℂ :=
  fun x => ∑ z, f (x i) z * ψ (Function.update x i z)

/-- The one-body operator: the sum of `f` acting on each electron in turn. -/
def oneBody [Fintype X] {m : ℕ} (f : Matrix X X ℂ)
    (ψ : (Fin m → X) → ℂ) : (Fin m → X) → ℂ :=
  fun x => ∑ i, onElectron f i ψ x

/-- The labels `x` of the first `n` electrons followed by the label `y` of the last one. -/
def join (x : Fin n → X) (y : X) : Fin (n + 1) → X :=
  Fin.snoc (α := fun _ => X) x y

/-- The parent functions are orthonormal. -/
def IsOrthonormal [Fintype X] [DecidableEq P] (θ : P → (Fin n → X) → ℂ) : Prop :=
  ∀ p q, overlap (θ p) (θ q) = if p = q then 1 else 0

/-- The wavefunction `ψ` is expanded in the parents `θ` of the first `n` electrons, with
coefficients `c` that depend on the parent and on the label of the last electron. -/
def HasParentage [Fintype P] (θ : P → (Fin n → X) → ℂ) (c : P → X → ℂ)
    (ψ : (Fin (n + 1) → X) → ℂ) : Prop :=
  ∀ x y, ψ (join x y) = ∑ p, c p y * θ p x

/-- A sum over all label tuples of `n + 1` electrons is a sum over the label of the last electron
and over the label tuples of the others. -/
theorem sum_join [Fintype X] (g : (Fin (n + 1) → X) → ℂ) :
    ∑ x, g x = ∑ y, ∑ x, g (join x y) := by
  let e : X × (Fin n → X) ≃ (Fin (n + 1) → X) :=
    { toFun := fun q => join q.2 q.1
      invFun := fun x => (x (Fin.last n), fun i => x i.castSucc)
      left_inv := fun q => by simp [join]
      right_inv := fun x => by
        funext i
        refine Fin.lastCases ?_ (fun j => ?_) i <;> simp [join] }
  rw [← Fintype.sum_prod_type' (f := fun y x => g (join x y))]
  exact (Fintype.sum_equiv e _ _ (fun _ => rfl)).symm

/-- When the parents are orthonormal, each coefficient is the overlap of its parent with the
wavefunction at a fixed label of the last electron. -/
theorem coefficient_eq_overlap [Fintype X] [Fintype P] [DecidableEq P]
    {θ : P → (Fin n → X) → ℂ} {c : P → X → ℂ} {ψ : (Fin (n + 1) → X) → ℂ}
    (hθ : IsOrthonormal θ) (h : HasParentage θ c ψ) (p : P) (y : X) :
    c p y = overlap (θ p) (fun x => ψ (join x y)) := by
  have ho : ∀ p q, overlap (θ p) (θ q) = if p = q then 1 else 0 := hθ
  have h0 : ∀ x y, ψ (join x y) = ∑ p, c p y * θ p x := h
  symm
  calc overlap (θ p) (fun x => ψ (join x y))
      = ∑ q, c q y * overlap (θ p) (θ q) := by
        simp only [overlap, h0, Finset.mul_sum]
        rw [Finset.sum_comm]
        refine sum_congr rfl fun q _ => sum_congr rfl fun x _ => ?_
        ring
    _ = c p y := by simp [ho]

/-- The overlap of two wavefunctions with common orthonormal parents is the overlap of their
coefficients. -/
theorem overlap_eq_coefficients [Fintype X] [Fintype P] [DecidableEq P]
    {θ : P → (Fin n → X) → ℂ} {c c' : P → X → ℂ} {ψ ψ' : (Fin (n + 1) → X) → ℂ}
    (hθ : IsOrthonormal θ) (h : HasParentage θ c ψ) (h' : HasParentage θ c' ψ') :
    overlap ψ ψ' = ∑ p, ∑ y, star (c p y) * c' p y := by
  have ho : ∀ p q, overlap (θ p) (θ q) = if p = q then 1 else 0 := hθ
  rw [overlap, sum_join]
  conv_rhs => rw [Finset.sum_comm]
  refine sum_congr rfl fun y _ => ?_
  calc ∑ x, star (ψ (join x y)) * ψ' (join x y)
      = ∑ x, ∑ p, ∑ q, star (c p y) * c' q y * (star (θ p x) * θ q x) := by
        refine sum_congr rfl fun x _ => ?_
        rw [h x y, h' x y, star_sum, Finset.sum_mul_sum]
        refine sum_congr rfl fun p _ => sum_congr rfl fun q _ => ?_
        rw [star_mul']
        ring
    _ = ∑ p, ∑ q, star (c p y) * c' q y * overlap (θ p) (θ q) := by
        rw [Finset.sum_comm]
        refine sum_congr rfl fun p _ => ?_
        rw [Finset.sum_comm]
        refine sum_congr rfl fun q _ => ?_
        rw [overlap, Finset.mul_sum]
    _ = ∑ p, star (c p y) * c' p y := by simp [ho]

/-- Acting with `f` on the last electron keeps the parents and applies `f` to the
coefficients. -/
theorem parentage_onElectron_last [Fintype X] [Fintype P]
    {θ : P → (Fin n → X) → ℂ} {c : P → X → ℂ} {ψ : (Fin (n + 1) → X) → ℂ}
    (h : HasParentage θ c ψ) (f : Matrix X X ℂ) :
    HasParentage θ (fun p y => ∑ z, f y z * c p z) (onElectron f (Fin.last n) ψ) := by
  intro x y
  have h0 : ∀ x y, ψ (join x y) = ∑ p, c p y * θ p x := h
  have hl : join x y (Fin.last n) = y := by simp [join]
  have hu : ∀ z, Function.update (join x y) (Fin.last n) z = join x z := by
    intro z
    funext i
    refine Fin.lastCases ?_ (fun j => ?_) i
    · simp [join]
    · rw [Function.update_of_ne (Fin.castSucc_lt_last j).ne]
      simp [join]
  simp only [onElectron, hl, hu, h0, Finset.mul_sum, Finset.sum_mul]
  rw [Finset.sum_comm]
  refine sum_congr rfl fun p _ => sum_congr rfl fun z _ => ?_
  ring

/-- Between antisymmetric wavefunctions, `f` has the same matrix element whichever electron
it acts on. -/
theorem electrons_equivalent [Fintype X] {m : ℕ} {ψ ψ' : (Fin m → X) → ℂ}
    (hψ : IsAntisymmetric ψ) (hψ' : IsAntisymmetric ψ') (f : Matrix X X ℂ) (i j : Fin m) :
    overlap ψ (onElectron f i ψ') = overlap ψ (onElectron f j ψ') := by
  by_cases hij : i = j
  · rw [hij]
  -- exchanging the electrons moves `f` from one to the other, at the cost of a sign
  have key : ∀ x, onElectron f i ψ' (x ∘ Equiv.swap i j) = -onElectron f j ψ' x := by
    intro x
    have hu : ∀ z, Function.update (x ∘ Equiv.swap i j) i z
        = Function.update x j z ∘ Equiv.swap i j := by
      intro z
      rw [Function.update_comp_equiv, Equiv.symm_swap, Equiv.swap_apply_right]
    have hx : (x ∘ Equiv.swap i j) i = x j := by simp
    simp only [onElectron, hu, hx, hψ' i j hij, mul_neg, Finset.sum_neg_distrib]
  let e : (Fin m → X) ≃ (Fin m → X) :=
    { toFun := fun x => x ∘ Equiv.swap i j
      invFun := fun x => x ∘ Equiv.swap i j
      left_inv := fun x => by funext k; simp
      right_inv := fun x => by funext k; simp }
  symm
  refine Fintype.sum_equiv e _ _ fun x => ?_
  change _ = star (ψ (x ∘ Equiv.swap i j)) * onElectron f i ψ' (x ∘ Equiv.swap i j)
  rw [hψ i j hij x, key x, star_neg, neg_mul_neg]

/-- The matrix element of a one-body operator between antisymmetric states of `n + 1` electrons is
`n + 1` times the matrix element of `f` between their coefficients over common orthonormal parents.
-/
theorem oneBody_matrixElement [Fintype X] [Fintype P] [DecidableEq P]
    {θ : P → (Fin n → X) → ℂ} {c c' : P → X → ℂ} {ψ ψ' : (Fin (n + 1) → X) → ℂ}
    (hψ : IsAntisymmetric ψ) (hψ' : IsAntisymmetric ψ') (hθ : IsOrthonormal θ)
    (h : HasParentage θ c ψ) (h' : HasParentage θ c' ψ') (f : Matrix X X ℂ) :
    overlap ψ (oneBody f ψ')
      = (n + 1 : ℂ) * ∑ p, ∑ y, ∑ z, star (c p y) * f y z * c' p z := by
  have hsum : overlap ψ (oneBody f ψ') = ∑ i, overlap ψ (onElectron f i ψ') := by
    simp only [overlap, oneBody, Finset.mul_sum]
    rw [Finset.sum_comm]
  -- every electron contributes as much as the last one
  rw [hsum, sum_congr rfl fun i _ => electrons_equivalent hψ hψ' f i (Fin.last n),
    overlap_eq_coefficients hθ h (parentage_onElectron_last h' f)]
  simp [Finset.mul_sum, mul_assoc]

/-- For an antisymmetric `ψ` expanded in orthonormal parents, and a diagonal one-electron matrix
with entries `ε`, the overlap of `ψ` with the one-body operator applied to `ψ` is `n + 1` times the
sum of `ε` weighted by the squared moduli of the coefficients. -/
theorem diagonal_expectation [Fintype X] [DecidableEq X] [Fintype P] [DecidableEq P]
    {θ : P → (Fin n → X) → ℂ} {c : P → X → ℂ} {ψ : (Fin (n + 1) → X) → ℂ}
    (hψ : IsAntisymmetric ψ) (hθ : IsOrthonormal θ) (h : HasParentage θ c ψ) (ε : X → ℂ) :
    overlap ψ (oneBody (Matrix.diagonal ε) ψ)
      = (n + 1 : ℂ) * ∑ p, ∑ y, ε y * (‖c p y‖ : ℂ) ^ 2 := by
  rw [oneBody_matrixElement hψ hψ hθ h h]
  congr 1
  refine sum_congr rfl fun p _ => sum_congr rfl fun y _ => ?_
  have hc : c p y * star (c p y) = (‖c p y‖ : ℂ) ^ 2 := Complex.mul_conj' _
  simp only [Matrix.diagonal_apply, mul_ite, ite_mul, mul_zero, zero_mul,
    Finset.sum_ite_eq, Finset.mem_univ, if_true]
  linear_combination ε y * hc

/-- Antisymmetric coefficients for two electrons in two orbitals. -/
def pairCoeff : Fin 2 → Fin 2 → ℂ := ![![0, 1], ![-1, 0]]

/-- The unnormalised two-electron determinant of two orbitals. -/
def pairState (x : Fin 2 → Fin 2) : ℂ := pairCoeff (x 0) (x 1)

/-- The one-electron parent in which orbital `p` is occupied. -/
def singleParent (p : Fin 2) (x : Fin 1 → Fin 2) : ℂ := if x 0 = p then 1 else 0

/-- The two-electron determinant is antisymmetric and nonzero, and it is expanded in the
orthonormal one-electron parents with the coefficients `pairCoeff`. -/
theorem parentage_witness :
    IsAntisymmetric pairState ∧ IsOrthonormal singleParent ∧
      HasParentage singleParent pairCoeff pairState ∧ pairState ![0, 1] = 1 := by
  refine ⟨?_, ?_, ?_, by simp [pairState, pairCoeff]⟩
  · intro i j hij x
    have anti : ∀ a b, pairCoeff b a = -pairCoeff a b := by
      intro a b
      fin_cases a <;> fin_cases b <;> simp [pairCoeff]
    have hcases : ∀ i j : Fin 2, i ≠ j → (i = 0 ∧ j = 1) ∨ (i = 1 ∧ j = 0) := by decide
    rcases hcases i j hij with ⟨rfl, rfl⟩ | ⟨rfl, rfl⟩
    · simpa [pairState] using anti (x 0) (x 1)
    · simpa [pairState] using anti (x 0) (x 1)
  · intro p q
    let e : Fin 2 ≃ (Fin 1 → Fin 2) :=
      { toFun := fun a _ => a
        invFun := fun x => x 0
        left_inv := fun _ => rfl
        right_inv := fun x => by
          funext i
          rw [Subsingleton.elim i 0] }
    have hs : overlap (singleParent p) (singleParent q)
        = ∑ a : Fin 2, star (if a = p then (1 : ℂ) else 0) * (if a = q then 1 else 0) :=
      (Fintype.sum_equiv e _ _ (fun _ => rfl)).symm
    rw [hs]
    fin_cases p <;> fin_cases q <;> simp
  · intro x y
    have h0 : join x y 0 = x 0 := by simp [join, Fin.snoc]
    have h1 : join x y 1 = y := by simp [join, Fin.snoc]
    change pairCoeff (join x y 0) (join x y 1) = _
    rw [h0, h1]
    simp [singleParent]

end FractionalParentage
```

```lean
#print axioms FractionalParentage.coefficient_eq_overlap
-- 'FractionalParentage.coefficient_eq_overlap' depends on axioms: [propext, Classical.choice, Quot.sound]
#print axioms FractionalParentage.oneBody_matrixElement
-- 'FractionalParentage.oneBody_matrixElement' depends on axioms: [propext, Classical.choice, Quot.sound]
#print axioms FractionalParentage.diagonal_expectation
-- 'FractionalParentage.diagonal_expectation' depends on axioms: [propext, Classical.choice, Quot.sound]
```

## How the proof follows the exchange argument

`sum_join` splits a sum over all tuples into sums over the last label and the remaining ones, by an explicit bijection. `coefficient_eq_overlap` is the projection on a parent, and shows that, for given orthonormal parents, the coefficients are determined by the state. `overlap_eq_coefficients` expands both wavefunctions, reorders the finite sums with `Finset.sum_comm`, and lets orthonormality reduce the double sum over parents to a single one.

`parentage_onElectron_last` states the action on the last electron as a new `HasParentage` fact, with coefficients `∑ z, f y z * c p z`. Its auxiliary equation `hu` says that updating the last entry of `join x y` to `z` gives `join x z`.

The signs are handled in `electrons_equivalent`. There `key` is the identity $(f_i\psi')(x^s)=-(f_j\psi')(x)$, and its inner `hu` is the statement that exchanging and then replacing label $i$ gives the same tuple as replacing label $j$ and then exchanging. `Fintype.sum_equiv` performs the change of variable $x\mapsto x^s$, and `neg_mul_neg` cancels the two signs.

In `oneBody_matrixElement`, `hsum` moves the sum over electrons outside the overlap. The next rewrite replaces every electron by `Fin.last n`, and `overlap_eq_coefficients` is applied to the expansion of $f_n\psi'$. The final `simp` counts the $n+1$ equal terms.

`diagonal_expectation` sets $\psi'=\psi$ and $f(y,z)=\varepsilon_y\delta_{yz}$. The sum over $z$ collapses, leaving $N\sum_{p,y}\varepsilon_y|c(p,y)|^2$.

`parentage_witness` supplies a nonzero state satisfying all the hypotheses: two electrons in two orbitals, with $c(0,1)=1$ and $c(1,0)=-1$. This state has squared norm 2, so its normalised coefficients are $\pm1/\sqrt2$. With these the diagonal formula gives $2\left(\tfrac12\varepsilon_1+\tfrac12\varepsilon_0\right)=\varepsilon_0+\varepsilon_1$, as it should for two occupied orbitals.

## The same statement in second quantisation

Another model would place the states in a fermionic Fock space and write the operator as $\sum_{y,z}f(y,z)\,a_y^\dagger a_z$, where $a_y$ removes an electron from spin-orbital $y$. The parents would then be antisymmetric by construction, and the coefficients would be $d(p,y)=\langle\theta_p|a_y\psi\rangle$.

With the usual normalisation, $d(p,y)$ equals $\sqrt N\,c(p,y)$ up to a sign common to all coefficients. The factor $N$ would be absorbed into the coefficients, and the exchange argument would give way to the algebra of creation and annihilation operators. The tuple model used here keeps both the factor and the cancellation of signs in view.
